# Real characteristic polynomials and η-orthogonal eigenvectors of pseudo-Hermitian matrices

Expand a state in the eigenvectors of a non-Hermitian matrix $H$ by taking ordinary inner products, and the coefficients are generally wrong: eigenvectors at different eigenvalues need not be orthogonal. Nor need the non-real eigenvalues come in conjugate pairs. Both defects are largely repaired if there is an invertible matrix $\eta$ with $\eta H=H^\dagger\eta$. The characteristic polynomial is then real, and eigenvectors are orthogonal in a form built from $\eta$, except at conjugate eigenvalues.

The matrices are complex and square, with rows and columns labelled by a finite type `n`, so operators on infinite-dimensional spaces are not covered.

```lean
import Mathlib

open Matrix
open scoped ComplexConjugate

namespace PseudoHermitian

noncomputable section

variable {n : Type*} [Fintype n] [DecidableEq n]
```

## The relation and its form

Pseudo-Hermiticity is taken as the bare relation $\eta H=H^\dagger\eta$. Invertibility of $\eta$ is a separate hypothesis, `IsUnit η`, stated where it is used. The general theorems do not require $\eta$ to be Hermitian.

```lean
/-- The matrix `H` is pseudo-Hermitian with respect to `η` when `η H = H† η`. -/
def IsPseudoHermitian (η H : Matrix n n ℂ) : Prop := η * H = Hᴴ * η
```

The inner product is replaced by $\langle u,\eta v\rangle=u^\dagger\eta v$, conjugate-linear in $u$. It may be indefinite, so it need not define a norm.

```lean
/-- The sesquilinear form `⟨u, η v⟩`. -/
def etaForm (η : Matrix n n ℂ) (u v : n → ℂ) : ℂ := star u ⬝ᵥ (η *ᵥ v)
```

The relation lets $H$ change slots:
$$(Hu)^\dagger\eta v=u^\dagger H^\dagger\eta v=u^\dagger\eta Hv .$$
`Matrix.star_mulVec` supplies the first equality and the hypothesis `h'` the second.

```lean
omit [DecidableEq n] in
/-- A pseudo-Hermitian matrix can be moved from one slot of the `η`-form to the other. -/
theorem etaForm_symm {η H : Matrix n n ℂ} (h : IsPseudoHermitian η H) (u v : n → ℂ) :
    etaForm η (H *ᵥ u) v = etaForm η u (H *ᵥ v) := by
  have h' : η * H = Hᴴ * η := h
  unfold etaForm
  rw [Matrix.star_mulVec, ← Matrix.dotProduct_mulVec, Matrix.mulVec_mulVec,
    Matrix.mulVec_mulVec, h']
```

Now let $Hu=\lambda u$ and $Hv=\mu v$. The two sides become $\bar\lambda\langle u,\eta v\rangle$ and $\mu\langle u,\eta v\rangle$, hence
$$(\mu-\bar\lambda)\langle u,\eta v\rangle=0 .$$
If $\mu\neq\bar\lambda$, the overlap vanishes. The proof obtains this product as `hz` and cancels the non-zero factor.

```lean
omit [DecidableEq n] in
/-- Eigenvectors of a pseudo-Hermitian matrix at `lam` and `mu` are `η`-orthogonal unless `mu` is
the complex conjugate of `lam`. -/
theorem eta_orthogonal {η H : Matrix n n ℂ} (h : IsPseudoHermitian η H)
    {u v : n → ℂ} {lam mu : ℂ} (hu : H *ᵥ u = lam • u) (hv : H *ᵥ v = mu • v)
    (hne : mu ≠ conj lam) : etaForm η u v = 0 := by
  have key := etaForm_symm h u v
  rw [hu, hv] at key
  simp only [etaForm, star_smul, smul_dotProduct, Matrix.mulVec_smul, dotProduct_smul,
    smul_eq_mul] at key
  -- the two evaluations differ by the factor `mu - conj lam`
  have hz : (mu - conj lam) * etaForm η u v = 0 := by
    rw [sub_mul, sub_eq_zero]
    exact key.symm
  exact (mul_eq_zero.mp hz).resolve_left (sub_ne_zero.mpr hne)
```

## Conjugation symmetry of the spectrum

With $\eta$ invertible, $H^\dagger=\eta H\eta^{-1}$, so $H^\dagger$ and $H$ have the same characteristic polynomial $\chi$. But $H^\dagger$ is also the entrywise conjugate of $H^T$, and transposition leaves $\chi$ unchanged, so its polynomial is $\chi$ with conjugated coefficients. The two must agree. In Lean, `hsim` is the similarity and `hadj` the conjugate transpose.

```lean
/-- The characteristic polynomial of a matrix that is pseudo-Hermitian with respect to an
invertible `η` is unchanged by complex conjugation of its coefficients. -/
theorem charpoly_conj {η H : Matrix n n ℂ} (hη : IsUnit η) (h : IsPseudoHermitian η H) :
    H.charpoly.map (starRingEnd ℂ) = H.charpoly := by
  obtain ⟨U, rfl⟩ := hη
  have h' : (U : Matrix n n ℂ) * H = Hᴴ * (U : Matrix n n ℂ) := h
  -- `H†` is similar to `H`
  have hsim : (U : Matrix n n ℂ) * H * (↑U⁻¹ : Matrix n n ℂ) = Hᴴ := by
    rw [h', mul_assoc, Units.mul_inv, mul_one]
  have hadj : Hᴴ = (Hᵀ).map (starRingEnd ℂ) := rfl
  calc H.charpoly.map (starRingEnd ℂ) = (Hᴴ).charpoly := by
        rw [hadj, Matrix.charpoly_map, Matrix.charpoly_transpose]
    _ = H.charpoly := by
        rw [← hsim, Matrix.coe_units_inv, Matrix.charpoly_units_conj]
```

Comparing coefficients gives $\bar c_k=c_k$ for every $k$, so each $c_k$ is real. The main theorem joins this to the orthogonality already found; only the first half uses invertibility.

```lean
/-- If `η` is invertible and `η H = H† η`, the characteristic polynomial of `H` has real
coefficients, and eigenvectors at `lam` and `mu` satisfy `⟨u, η v⟩ = 0` unless `mu` is the
complex conjugate of `lam`. -/
theorem pseudoHermitian_spectrum {η H : Matrix n n ℂ} (hη : IsUnit η)
    (h : IsPseudoHermitian η H) :
    (∀ k, (H.charpoly.coeff k).im = 0) ∧
    ∀ (u v : n → ℂ) (lam mu : ℂ), H *ᵥ u = lam • u → H *ᵥ v = mu • v →
      mu ≠ conj lam → etaForm η u v = 0 := by
  refine ⟨fun k => ?_, fun u v lam mu hu hv hne => eta_orthogonal h hu hv hne⟩
  have hk := congrArg (fun p => Polynomial.coeff p k) (charpoly_conj hη h)
  simp only [Polynomial.coeff_map] at hk
  exact Complex.conj_eq_iff_im.mp hk
```

An eigenvector at $\bar\lambda$ can be produced from one at $\lambda$ through determinants. From
$$\eta(\bar\lambda-H)=(\lambda-H)^\dagger\eta$$
it follows that $\det\eta\,\det(\bar\lambda-H)=\overline{\det(\lambda-H)}\,\det\eta=0$. Since $\det\eta\neq0$, the matrix $\bar\lambda-H$ has a non-zero null vector $w$. The lemma `Matrix.exists_mulVec_eq_zero_iff` translates between null vectors and zero determinants, once in each direction.

```lean
/-- If `lam` is an eigenvalue of a matrix that is pseudo-Hermitian with respect to an
invertible `η`, then so is its complex conjugate. -/
theorem conj_eigenvalue {η H : Matrix n n ℂ} (hη : IsUnit η) (h : IsPseudoHermitian η H)
    {v : n → ℂ} {lam : ℂ} (hv0 : v ≠ 0) (hv : H *ᵥ v = lam • v) :
    ∃ w : n → ℂ, w ≠ 0 ∧ H *ᵥ w = conj lam • w := by
  have h' : η * H = Hᴴ * η := h
  have hdet : (lam • (1 : Matrix n n ℂ) - H).det = 0 :=
    Matrix.exists_mulVec_eq_zero_iff.mp ⟨v, hv0, by
      rw [Matrix.sub_mulVec, Matrix.smul_mulVec, Matrix.one_mulVec, hv, sub_self]⟩
  -- `η` intertwines `conj lam - H` with the adjoint of `lam - H`
  have hm : η * (conj lam • (1 : Matrix n n ℂ) - H)
      = (lam • (1 : Matrix n n ℂ) - H)ᴴ * η := by
    simp [Matrix.conjTranspose_sub, Matrix.conjTranspose_smul, mul_sub, sub_mul, h']
  have hd := congrArg Matrix.det hm
  rw [Matrix.det_mul, Matrix.det_mul, Matrix.det_conjTranspose, hdet, star_zero,
    zero_mul] at hd
  have hη0 : η.det ≠ 0 := ((Matrix.isUnit_iff_isUnit_det η).mp hη).ne_zero
  obtain ⟨w, hw0, hw⟩ :=
    Matrix.exists_mulVec_eq_zero_iff.mpr ((mul_eq_zero.mp hd).resolve_left hη0)
  rw [Matrix.sub_mulVec, Matrix.smul_mulVec, Matrix.one_mulVec, sub_eq_zero] at hw
  exact ⟨w, hw0, hw.symm⟩
```

Setting $v=u$ and $\mu=\lambda$ in the orthogonality relation shows that $\langle u,\eta u\rangle\neq0$ forces $\lambda=\bar\lambda$.

In time-dependent Hartree–Fock calculations of electronic excitations in a finite basis of orthonormal orbitals, the matrix
$$H=\begin{pmatrix}A&B\\-B^*&-A^*\end{pmatrix},\qquad A^\dagger=A,\quad B^T=B,$$
obeys the relation with $\eta=\mathrm{diag}(1,-1)$ in blocks. An eigenvector $(X,Y)$ with $X^\dagger X-Y^\dagger Y\neq0$ therefore has a real frequency, and it can be scaled to make this difference $1$ or $-1$.

```lean
omit [DecidableEq n] in
/-- If `H` is pseudo-Hermitian with respect to `η`, an eigenvector `u` of `H` with `⟨u, η u⟩ ≠ 0`
belongs to a real eigenvalue. -/
theorem real_eigenvalue {η H : Matrix n n ℂ} (h : IsPseudoHermitian η H)
    {u : n → ℂ} {lam : ℂ} (hu : H *ᵥ u = lam • u) (hnorm : etaForm η u u ≠ 0) :
    lam.im = 0 := by
  by_contra him
  exact hnorm (eta_orthogonal h hu hu
    (fun heq => him (Complex.conj_eq_iff_im.mp heq.symm)))
```

## A positive metric from a real diagonal form

Suppose an invertible $T$ gives $TH=DT$ with $D$ real and diagonal. Taking adjoints, $H^\dagger T^\dagger=T^\dagger D$, and so
$$T^\dagger TH=T^\dagger DT=H^\dagger T^\dagger T .$$
Thus $\eta=T^\dagger T$ works. It is Hermitian, and $x^\dagger\eta x=\|Tx\|^2>0$ for $x\neq0$, because $T$ is invertible. Lean writes the squared norm as a sum of `Complex.normSq` terms, at least one of them positive.

If all eigenvalues are real and a diagonalisation routine returns linearly independent eigenvectors as the columns of a square matrix $V$, one may take $T=V^{-1}$, which gives $\eta=(VV^\dagger)^{-1}$.

```lean
/-- If an invertible `T` brings `H` to real diagonal form, then `T† T` is Hermitian, `H` is
pseudo-Hermitian with respect to it, and its form `⟨x, T† T x⟩` has positive real part for every
non-zero `x`. -/
theorem positive_metric {T H : Matrix n n ℂ} (hT : IsUnit T) (d : n → ℝ)
    (hd : T * H = Matrix.diagonal (fun i => (d i : ℂ)) * T) :
    (Tᴴ * T).IsHermitian ∧ IsPseudoHermitian (Tᴴ * T) H ∧
    ∀ x : n → ℂ, x ≠ 0 → 0 < (etaForm (Tᴴ * T) x x).re := by
  refine ⟨Matrix.isHermitian_conjTranspose_mul_self T, ?_, fun x hx => ?_⟩
  · have hD : (Matrix.diagonal (fun i => (d i : ℂ)))ᴴ
        = Matrix.diagonal (fun i => (d i : ℂ)) := by
      rw [Matrix.diagonal_conjTranspose]
      congr 1
      funext i
      exact Complex.conj_ofReal (d i)
    have hc := congrArg Matrix.conjTranspose hd
    rw [Matrix.conjTranspose_mul, Matrix.conjTranspose_mul, hD] at hc
    change Tᴴ * T * H = Hᴴ * (Tᴴ * T)
    rw [mul_assoc, hd, ← mul_assoc, ← hc, mul_assoc]
  · -- the form is the ordinary squared norm of `T x`
    have hform : etaForm (Tᴴ * T) x x = star (T *ᵥ x) ⬝ᵥ (T *ᵥ x) := by
      unfold etaForm
      rw [Matrix.star_mulVec, ← Matrix.dotProduct_mulVec, Matrix.mulVec_mulVec]
    have hy : T *ᵥ x ≠ 0 := by
      intro h0
      obtain ⟨U, rfl⟩ := hT
      apply hx
      have hback : (↑U⁻¹ : Matrix n n ℂ) *ᵥ ((U : Matrix n n ℂ) *ᵥ x) = x := by
        rw [Matrix.mulVec_mulVec, Units.inv_mul, Matrix.one_mulVec]
      rw [← hback, h0, Matrix.mulVec_zero]
    obtain ⟨i, hi⟩ := Function.ne_iff.mp hy
    have hre : ∀ z : ℂ, (star z * z).re = Complex.normSq z := by
      intro z
      simp [Complex.normSq_apply]
    rw [hform]
    simp only [dotProduct, Complex.re_sum, Pi.star_apply, hre]
    exact Finset.sum_pos' (fun j _ => Complex.normSq_nonneg _)
      ⟨i, Finset.mem_univ i, Complex.normSq_pos.mpr hi⟩
```

## Two levels with gain and loss

Take
$$H=\begin{pmatrix}ig&s\\s&-ig\end{pmatrix},$$
with real $g$ and $s$. For $g>0$ and $\hbar=1$, the first amplitude is amplified and the second damped at rate $g$, while $s$ transfers amplitude between them. The environment responsible for gain and loss is not modelled.

```lean
/-- Two coupled levels with gain and loss of equal strength `g` and coupling `s`. -/
def gainLoss (g s : ℝ) : Matrix (Fin 2) (Fin 2) ℂ :=
  !![Complex.I * g, s; s, -(Complex.I * g)]
```

The candidate for $\eta$ exchanges the levels.

```lean
/-- The matrix that exchanges the two levels. -/
def swap : Matrix (Fin 2) (Fin 2) ℂ := !![0, 1; 1, 0]
```

Multiplying out,
$$\eta H=\begin{pmatrix}s&-ig\\ig&s\end{pmatrix}=H^\dagger\eta .$$
For $g\neq0$ the imaginary diagonal prevents $H$ from being Hermitian. Lean checks the matrix identities entry by entry.

```lean
/-- For `g ≠ 0`, the exchange matrix is Hermitian and invertible, and the gain-loss Hamiltonian is
pseudo-Hermitian with respect to it but not Hermitian. -/
theorem gainLoss_witness (g s : ℝ) (hg : g ≠ 0) :
    swap.IsHermitian ∧ IsUnit swap ∧ IsPseudoHermitian swap (gainLoss g s) ∧
    ¬ (gainLoss g s).IsHermitian := by
  refine ⟨?_, ?_, ?_, fun hH => ?_⟩
  · ext i j
    fin_cases i <;> fin_cases j <;> simp [swap]
  · exact (Matrix.isUnit_iff_isUnit_det _).mpr (by simp [swap, Matrix.det_fin_two])
  · unfold IsPseudoHermitian
    ext i j
    fin_cases i <;> fin_cases j <;>
      simp [swap, gainLoss, Matrix.mul_apply, Fin.sum_univ_succ]
  · have him := congrArg Complex.im (hH.apply 0 0)
    simp [gainLoss] at him
    exact hg (by linarith)
```

At $s=0$ the basis vectors $e_1,e_2$ are eigenvectors at $ig$ and $-ig=\overline{ig}$, and $e_1^\dagger\eta e_2=1$. For $g\neq0$ these eigenvalues are distinct, yet the overlap does not vanish: this is the conjugate exception at work.

```lean
/-- Without coupling, the gain-loss Hamiltonian has eigenvectors at the conjugate values
`i g` and `-i g` whose overlap in the exchange form equals one. -/
theorem conjugate_pair_overlap (g : ℝ) :
    gainLoss g 0 *ᵥ ![1, 0] = (Complex.I * g) • ![1, 0] ∧
    gainLoss g 0 *ᵥ ![0, 1] = conj (Complex.I * g) • ![0, 1] ∧
    etaForm swap ![1, 0] ![0, 1] = 1 := by
  refine ⟨?_, ?_, ?_⟩
  · ext i
    fin_cases i <;> simp [gainLoss, Matrix.mulVec, dotProduct, Fin.sum_univ_succ]
  · ext i
    fin_cases i <;> simp [gainLoss, Matrix.mulVec, dotProduct, Fin.sum_univ_succ]
  · simp [etaForm, swap, Matrix.mulVec, dotProduct, Fin.sum_univ_succ]

end

end PseudoHermitian
```

```lean
#print axioms PseudoHermitian.pseudoHermitian_spectrum
#print axioms PseudoHermitian.real_eigenvalue
#print axioms PseudoHermitian.positive_metric
#print axioms PseudoHermitian.conjugate_pair_overlap
```

```
'PseudoHermitian.pseudoHermitian_spectrum' depends on axioms: [propext, Classical.choice, Quot.sound]
'PseudoHermitian.real_eigenvalue' depends on axioms: [propext, Classical.choice, Quot.sound]
'PseudoHermitian.positive_metric' depends on axioms: [propext, Classical.choice, Quot.sound]
'PseudoHermitian.conjugate_pair_overlap' depends on axioms: [propext, Classical.choice, Quot.sound]
```
